# With one centre and one exponent, the x² Gaussian has √3 times the norm of xy, and the normalised x² and y² Gaussians overlap by 1/3

## Threes on the diagonal of a d shell

I put a shell of d polarisation functions on the oxygen atom of a water molecule. The shell has six Cartesian components, $x^2, y^2, z^2, xy, xz, yz$, each multiplied by the same Gaussian $e^{-ar^2}$ centred on the nucleus. I worked out the normalisation constant for $xy$ and used it for all six, since they belong to one shell and share one exponent.

The overlap matrix then has 1 on the diagonal for $xy$, $xz$ and $yz$, but 3 for $x^2$, $y^2$ and $z^2$. If I rescale those three functions to unit norm, $x^2$ and $y^2$ still overlap by 0.333, although I expected different d functions on one atom to be orthogonal. Have I made a mistake in the integrals, or are these numbers right?

## Both numbers are right, for every exponent

The integrals are correct. What fails is the assumption that one constant normalises the whole shell. The 3 and the 1/3 both come from the second and fourth moments of a one-dimensional Gaussian.

### The moments and the d overlaps

For $b>0$ and $n = 0, 1, 2, \dots$ let

$$M_n(b)=\int_{-\infty}^{\infty}x^n e^{-bx^2}\,dx .$$

The product rule gives

$$\frac{d}{dx}\left(x^{n+1}e^{-bx^2}\right)=(n+1)\,x^n e^{-bx^2}-2b\,x^{n+2}e^{-bx^2}.$$

The function in brackets vanishes at both ends of the line, so the right-hand side integrates to zero:

$$M_{n+2}(b)=\frac{n+1}{2b}\,M_n(b).$$

Starting from $M_0(b)=\sqrt{\pi/b}$, this yields

$$M_2=\frac{1}{2b}M_0,\qquad M_4=\frac{3}{2b}M_2=\frac{3}{(2b)^2}M_0,$$

and in general $M_{2k}=1\cdot3\cdots(2k-1)\,M_0/(2b)^k$, where the product of odd numbers is 1 for $k=0$.

The product of two d functions contains $e^{-2ar^2}=e^{-2ax^2}e^{-2ay^2}e^{-2az^2}$, so each overlap is a product of three moments with $b=2a$. Write $T$ for the self-overlap of the unnormalised $xy$ function:

$$T=\langle xy|xy\rangle=M_2M_2M_0=\frac{M_0^3}{(4a)^2},\qquad \langle x^2|x^2\rangle=M_4M_0M_0=\frac{3M_0^3}{(4a)^2}=3T.$$

By symmetry $\langle y^2|y^2\rangle=3T$ as well. The ratio of the norms of $x^2$ and $xy$ is therefore $\sqrt{3T}/\sqrt{T}=\sqrt3$. If $N$ normalises $xy$, then $N^2T=1$, and the same $N$ gives $x^2$ the self-overlap $3N^2T=3$. That is your diagonal.

For the off-diagonal element, $x^2\cdot y^2=(xy)^2$ at every point, so $\langle x^2|y^2\rangle=T$. Dividing by the two norms gives

$$\frac{T}{\sqrt{3T}\,\sqrt{3T}}=\frac13 .$$

The integrand $x^2y^2e^{-2ar^2}$ is nowhere negative, so there is nothing to cancel. The orthogonality you expected belongs to the five pure d functions; the six Cartesian ones also span the s-type function $r^2e^{-ar^2}$.

### Numbers for a = 1/2

Take $a=1/2$ in atomic units, so that $2a=1$, $4a=2$ and $M_0=\sqrt\pi$. Then

$$T=\frac{\pi^{3/2}}{4}\approx1.3921,\qquad 3T\approx4.1762 .$$

The norms are about 1.1799 for $xy$ and 2.0436 for $x^2$, and the normalisation constants are their inverses, 0.8476 and 0.4893. The overlap of the normalised $x^2$ and $y^2$ functions is $1.3921/4.1762\approx0.3333$.

### Where the √3 enters a molecular calculation

For a single primitive, the constant that normalises $xy$ is $4a\,(2a/\pi)^{3/4}$, and $x^2$, $y^2$ and $z^2$ need a further factor $1/\sqrt3$. A program may apply that factor when it builds the basis, or it may keep the $xy$ constant for all six functions and carry the 3 in its overlap matrix. Both choices span the same space, so a calculation that uses its own overlap matrix consistently gets the same energies.

The orbital coefficients do differ. A coefficient $c$ that multiplies the $x^2$ function with the $xy$ constant becomes $\sqrt3\,c$ when the function has unit norm, and this conversion is needed when orbitals pass between programs that choose differently.

### The same argument in Lean

```lean
import Mathlib

open MeasureTheory

namespace CartesianGaussianNormalization

noncomputable section

/-- The primitive Cartesian Gaussian `x^l y^m z^n exp(-a r²)` centred at the origin. -/
def gto (a : ℝ) (l m n : ℕ) (p : ℝ × ℝ × ℝ) : ℝ :=
  p.1 ^ l * p.2.1 ^ m * p.2.2 ^ n * Real.exp (-a * (p.1 ^ 2 + p.2.1 ^ 2 + p.2.2 ^ 2))

/-- The overlap integral of two real functions on three-dimensional space. -/
def overlap (f g : ℝ × ℝ × ℝ → ℝ) : ℝ := ∫ p, f p * g p

/-- The L2 norm of a real square-integrable function, the root of its self-overlap. -/
def l2norm (f : ℝ × ℝ × ℝ → ℝ) : ℝ := √(overlap f f)

/-- The function divided by its L2 norm, for square-integrable functions of non-zero norm. -/
def normalized (f : ℝ × ℝ × ℝ → ℝ) (p : ℝ × ℝ × ℝ) : ℝ := f p / l2norm f

/-- The `n`-th moment of the one-dimensional Gaussian `exp(-b x²)`, for `b > 0`. -/
def moment (b : ℝ) (n : ℕ) : ℝ := ∫ x : ℝ, x ^ n * Real.exp (-b * x ^ 2)

/-- Every power of `x` times a Gaussian with positive exponent is integrable on the line. -/
theorem integrable_moment {b : ℝ} (hb : 0 < b) (n : ℕ) :
    Integrable (fun x : ℝ => x ^ n * Real.exp (-b * x ^ 2)) := by
  have hn : (0 : ℝ) ≤ n := Nat.cast_nonneg n
  have h := integrable_rpow_mul_exp_neg_mul_sq hb (s := (n : ℝ)) (by linarith)
  simpa only [Real.rpow_natCast] using h

/-- For a positive exponent `b`, raising the power by two multiplies the Gaussian moment
by `(n + 1) / (2 b)`. -/
theorem moment_add_two {b : ℝ} (hb : 0 < b) (n : ℕ) :
    moment b (n + 2) = ((n : ℝ) + 1) / (2 * b) * moment b n := by
  have hd : ∀ x : ℝ, HasDerivAt (fun x : ℝ => x ^ (n + 1) * Real.exp (-b * x ^ 2))
      (((n : ℝ) + 1) * (x ^ n * Real.exp (-b * x ^ 2))
        - 2 * b * (x ^ (n + 2) * Real.exp (-b * x ^ 2))) x := by
    intro x
    have h1 := hasDerivAt_pow (n + 1) x
    have h2 : HasDerivAt (fun x : ℝ => Real.exp (-b * x ^ 2))
        (Real.exp (-b * x ^ 2) * (-b * (2 * x))) x := by
      refine (((hasDerivAt_pow 2 x).const_mul (-b)).exp).congr_deriv ?_
      norm_num
    refine (h1.fun_mul h2).congr_deriv ?_
    simp only [add_tsub_cancel_right, Nat.cast_add, Nat.cast_one]
    ring
  have i1 := (integrable_moment hb n).const_mul ((n : ℝ) + 1)
  have i2 := (integrable_moment hb (n + 2)).const_mul (2 * b)
  -- the integral of a total derivative vanishes
  have h0 := integral_eq_zero_of_hasDerivAt_of_integrable hd (i1.sub i2)
    (integrable_moment hb (n + 1))
  rw [integral_sub i1 i2, integral_const_mul, integral_const_mul] at h0
  change ((n : ℝ) + 1) * moment b n - 2 * b * moment b (n + 2) = 0 at h0
  rw [div_mul_eq_mul_div, eq_div_iff (by positivity)]
  linear_combination -h0

/-- For a positive exponent `b`, the moment of order `2k` is the product of the first `k` odd
numbers over `(2b)^k`, times the Gaussian integral `√(π/b)`. -/
theorem moment_even {b : ℝ} (hb : 0 < b) (k : ℕ) :
    moment b (2 * k) =
      (∏ i ∈ Finset.range k, (2 * (i : ℝ) + 1)) / (2 * b) ^ k * √(Real.pi / b) := by
  induction k with
  | zero =>
    simp only [moment, mul_zero, pow_zero, one_mul, Finset.prod_range_zero, div_one]
    exact integral_gaussian b
  | succ k ih =>
    rw [show 2 * (k + 1) = 2 * k + 2 by ring, moment_add_two hb, ih, Finset.prod_range_succ]
    push_cast
    generalize 2 * b = c
    ring

/-- The overlap of two concentric primitives with the same exponent factorises into three
one-dimensional Gaussian moments. -/
theorem overlap_gto (a : ℝ) (l m n l' m' n' : ℕ) :
    overlap (gto a l m n) (gto a l' m' n') =
      moment (2 * a) (l + l') * (moment (2 * a) (m + m') * moment (2 * a) (n + n')) := by
  let g : ℕ → ℝ → ℝ := fun k x => x ^ k * Real.exp (-(2 * a) * x ^ 2)
  calc overlap (gto a l m n) (gto a l' m' n')
      = ∫ p : ℝ × ℝ × ℝ, g (l + l') p.1 * (g (m + m') p.2.1 * g (n + n') p.2.2) := by
        refine integral_congr_ae (Filter.Eventually.of_forall fun p => ?_)
        -- the product of the two Gaussians separates in x, y and z
        have he : Real.exp (-a * (p.1 ^ 2 + p.2.1 ^ 2 + p.2.2 ^ 2)) *
            Real.exp (-a * (p.1 ^ 2 + p.2.1 ^ 2 + p.2.2 ^ 2)) =
            Real.exp (-(2 * a) * p.1 ^ 2) *
              (Real.exp (-(2 * a) * p.2.1 ^ 2) * Real.exp (-(2 * a) * p.2.2 ^ 2)) := by
          rw [← Real.exp_add, ← Real.exp_add, ← Real.exp_add]
          congr 1
          ring
        simp only [gto, g]
        linear_combination (p.1 ^ l * p.1 ^ l' * p.2.1 ^ m * p.2.1 ^ m' *
          p.2.2 ^ n * p.2.2 ^ n') * he
    _ = moment (2 * a) (l + l') * ∫ q : ℝ × ℝ, g (m + m') q.1 * g (n + n') q.2 :=
        integral_prod_mul (g (l + l')) (fun q : ℝ × ℝ => g (m + m') q.1 * g (n + n') q.2)
    _ = _ := congrArg (fun t => moment (2 * a) (l + l') * t)
        (integral_prod_mul (g (m + m')) (g (n + n')))

/-- The self-overlap of a primitive with positive exponent and any powers `l`, `m`, `n`:
products of odd numbers over `(4a)^(l+m+n)`, times `(π/2a)^(3/2)`. -/
theorem self_overlap {a : ℝ} (ha : 0 < a) (l m n : ℕ) :
    overlap (gto a l m n) (gto a l m n) =
      (∏ i ∈ Finset.range l, (2 * (i : ℝ) + 1)) * (∏ i ∈ Finset.range m, (2 * (i : ℝ) + 1)) *
        (∏ i ∈ Finset.range n, (2 * (i : ℝ) + 1)) / (4 * a) ^ (l + m + n) *
        √(Real.pi / (2 * a)) ^ 3 := by
  have h2a : 0 < 2 * a := by positivity
  rw [overlap_gto, ← two_mul l, ← two_mul m, ← two_mul n, moment_even h2a, moment_even h2a,
    moment_even h2a, show 2 * (2 * a) = 4 * a by ring]
  generalize 4 * a = c
  ring

/-- The overlap of two normalised functions is their overlap divided by both norms. -/
theorem overlap_normalized (f g : ℝ × ℝ × ℝ → ℝ) :
    overlap (normalized f) (normalized g) = overlap f g / (l2norm f * l2norm g) := by
  simp only [overlap, normalized, div_mul_div_comm, integral_div]

/-- Every primitive with positive exponent has unit self-overlap after normalisation. -/
theorem normalized_self {a : ℝ} (ha : 0 < a) (l m n : ℕ) :
    overlap (normalized (gto a l m n)) (normalized (gto a l m n)) = 1 := by
  have hpos : 0 < overlap (gto a l m n) (gto a l m n) := by
    rw [self_overlap ha]
    positivity
  rw [overlap_normalized, l2norm, Real.mul_self_sqrt hpos.le, div_self hpos.ne']

/-- For a positive exponent, the `xy` function has positive self-overlap, and the `x²` and `y²`
functions each have three times that self-overlap. -/
theorem d_self_overlaps {a : ℝ} (ha : 0 < a) :
    0 < overlap (gto a 1 1 0) (gto a 1 1 0) ∧
    overlap (gto a 2 0 0) (gto a 2 0 0) = 3 * overlap (gto a 1 1 0) (gto a 1 1 0) ∧
    overlap (gto a 0 2 0) (gto a 0 2 0) = 3 * overlap (gto a 1 1 0) (gto a 1 1 0) := by
  simp only [self_overlap ha, Finset.prod_range_succ, Finset.prod_range_zero]
  refine ⟨by positivity, ?_, ?_⟩
  · push_cast
    ring
  · push_cast
    ring

/-- For a positive exponent, the norms of the `x²` and `xy` Gaussians are in the ratio `√3`, and
the normalised `x²` and `y²` Gaussians have overlap exactly `1/3`. -/
theorem d_norm_ratio_and_overlap {a : ℝ} (ha : 0 < a) :
    l2norm (gto a 2 0 0) / l2norm (gto a 1 1 0) = √3 ∧
    overlap (normalized (gto a 2 0 0)) (normalized (gto a 0 2 0)) = 1 / 3 := by
  obtain ⟨hT, hxx, hyy⟩ := d_self_overlaps ha
  constructor
  · have hne : √(overlap (gto a 1 1 0) (gto a 1 1 0)) ≠ 0 := (Real.sqrt_pos.mpr hT).ne'
    unfold l2norm
    rw [hxx, Real.sqrt_mul (by norm_num), mul_div_assoc, div_self hne, mul_one]
  · -- pointwise, x² times y² is the square of xy
    have hxy : overlap (gto a 2 0 0) (gto a 0 2 0) = overlap (gto a 1 1 0) (gto a 1 1 0) := by
      unfold overlap
      congr 1
      funext p
      simp only [gto]
      ring
    have hne := hT.ne'
    rw [overlap_normalized, hxy]
    unfold l2norm
    rw [hxx, hyy, Real.mul_self_sqrt (by linarith)]
    field_simp

/-- For a positive exponent, a constant `N` that normalises the `xy` Gaussian gives the `x²`
Gaussian a self-overlap of `3`. -/
theorem common_constant_fails {a : ℝ} (ha : 0 < a) (N : ℝ)
    (hN : overlap (fun p => N * gto a 1 1 0 p) (fun p => N * gto a 1 1 0 p) = 1) :
    overlap (fun p => N * gto a 2 0 0 p) (fun p => N * gto a 2 0 0 p) = 3 := by
  have scale : ∀ f : ℝ × ℝ × ℝ → ℝ,
      overlap (fun p => N * f p) (fun p => N * f p) = N ^ 2 * overlap f f := by
    intro f
    unfold overlap
    rw [← integral_const_mul]
    congr 1
    funext p
    ring
  rw [scale (gto a 1 1 0)] at hN
  rw [scale (gto a 2 0 0), (d_self_overlaps ha).2.1]
  linear_combination 3 * hN

end

end CartesianGaussianNormalization
```

```lean
#print axioms CartesianGaussianNormalization.normalized_self
#print axioms CartesianGaussianNormalization.d_norm_ratio_and_overlap
#print axioms CartesianGaussianNormalization.common_constant_fails
```

```
'CartesianGaussianNormalization.normalized_self' depends on axioms: [propext, Classical.choice, Quot.sound]
'CartesianGaussianNormalization.d_norm_ratio_and_overlap' depends on axioms: [propext, Classical.choice, Quot.sound]
'CartesianGaussianNormalization.common_constant_fails' depends on axioms: [propext, Classical.choice, Quot.sound]
```

### What the definitions and theorems say

A point `p` of `ℝ × ℝ × ℝ` has coordinates $x=$ `p.1`, $y=$ `p.2.1` and $z=$ `p.2.2`. The function `gto a l m n` is the unnormalised primitive $x^l y^m z^n e^{-ar^2}$, centred at the origin. Here `l`, `m` and `n` are Cartesian powers and not quantum numbers, so `gto a 2 0 0` is the $x^2$ function, `gto a 0 2 0` is $y^2$ and `gto a 1 1 0` is $xy$.

The overlap `overlap f g` is the Lebesgue integral of the product over all space. The functions are real, so there is no complex conjugate. `l2norm` is the square root of the self-overlap, `normalized` divides a function by that norm, and `moment b n` is $M_n(b)$.

Two theorems answer the question, both under the hypothesis `0 < a`, which says that the Gaussian decays away from the nucleus:

- `d_norm_ratio_and_overlap` states that the norms of the $x^2$ and $xy$ functions have ratio $\sqrt3$, and that the normalised $x^2$ and $y^2$ functions have overlap $1/3$.
- `common_constant_fails` takes any real `N` for which $N$ times the $xy$ function has self-overlap 1, and concludes that $N$ times the $x^2$ function has self-overlap 3.

`self_overlap` gives the self-overlap for arbitrary powers, and `normalized_self` confirms that dividing by the norm gives every such primitive unit self-overlap.

The step left to a real basis set is contraction. A d function in a calculation is often a fixed sum of primitives with different exponents, while the theorems treat one exponent at a time. The factor 3 survives that step, because $M_4M_0/M_2^2=3$ for every $b$, including the sum $b=a+a'$ that appears when primitives with exponents $a$ and $a'$ are multiplied.

### From the moments to the factor of three in the proof

`integrable_moment` shows that $x^n e^{-bx^2}$ is integrable, by specialising a Mathlib result for real powers. `moment_add_two` is the recursion. Its step `hd` is the product rule above, and `integral_eq_zero_of_hasDerivAt_of_integrable` supplies the vanishing integral. That lemma asks for integrability of the function and of its derivative, where the derivation by hand looks at the ends of the line. The closing `linear_combination` solves for $M_{n+2}$.

`moment_even` is an induction on $k$. The base case is the Gaussian integral, and each further step applies the recursion once and adds one odd factor to the product.

`overlap_gto` separates the three-dimensional integral. The identity `he` splits the exponential into its $x$, $y$ and $z$ factors, and `integral_prod_mul`, used twice, turns the integral of a product into a product of integrals. Inserting the even moments with $b=2a$ gives `self_overlap`. Its right-hand side is positive, which is what `normalized_self` needs in order to divide by the norm.

`d_self_overlaps` evaluates the general formula for the three d functions and obtains $T>0$, $3T$ and $3T$. In `d_norm_ratio_and_overlap`, the first part writes $\sqrt{3T}$ as $\sqrt3\sqrt T$ and cancels $\sqrt T$. The second part proves `hxy`, the equality $\langle x^2|y^2\rangle=T$, by comparing the integrands point by point. It then uses `overlap_normalized` to divide by the two norms, which leaves $T/(3T)$.

In `common_constant_fails`, the auxiliary statement `scale` takes $N^2$ out of the integral. The hypothesis becomes $N^2T=1$, and three times that equation is the conclusion.
